Exact areal density of a hard-wall free-electron film and its quantum-size oscillation

A surface quantity can be read from slab calculations by fitting a straight line in the thickness L, the slope giving the bulk part and the intercept the two surfaces. The error of such a fit comes from the neglected remainder; for the electron count per area of a non-interacting, zero-temperature film between infinite walls, at fixed Fermi wave number k, that remainder has a closed form. Hard walls replace the self-consistent jellium potential, so spill-out and exchange-correlation are absent.

```lean
import Mathlib

open Real

namespace HardWallFilmOscillation

noncomputable section
```

Wave functions vanishing at both walls have perpendicular wave numbers q_j = jπ/L, with j = 1, 2, …

```lean
/-- Perpendicular momentum `q_j = jπ/L` of subband `j` in a hard-wall film of thickness `L`. -/
def subbandMomentum (L : ℝ) (j : ℕ) : ℝ := j * π / L
```

With x = kL/π, the subbands 1 ≤ j ≤ x are counted as occupied; `⌊k * L / π⌋₊` is their number M.

```lean
/-- The subband indices `j` with `1 ≤ j ≤ kL/π`. -/
def occupied (k L : ℝ) : Finset ℕ := Finset.Icc 1 ⌊k * L / π⌋₊
```

Subband j is a two-dimensional gas filling a disc of area π(k² − q_j²). Two spin states and the density 1/(2π)² of in-plane states give (k² − q_j²)/(2π) electrons per area. The spectrum and this counting enter as definitions and are not derived from a Hamiltonian:

N = (1/2π) Σ_{j=1..M} (k² − q_j²)

```lean
/-- Electrons per unit area of the film at Fermi momentum `k`:
`N = (1/2π) ∑ (k² - q_j²)` over the occupied subbands. -/
def filmDensity (k L : ℝ) : ℝ :=
  1 / (2 * π) * ∑ j ∈ occupied k L, (k ^ 2 - subbandMomentum L j ^ 2)
```

The phase is the fractional part t = x − ⌊x⌋, with 0 ≤ t < 1.

```lean
/-- The fractional part `t` of `kL/π`. -/
def phase (k L : ℝ) : ℝ := Int.fract (k * L / π)
```

Two polynomials in t will appear, f(t) = t − t² − 1/6 and g(t) = t³/3 − t²/2 + t/6.

```lean
/-- The profile `f(t) = t - t² - 1/6`. -/
def leadProfile (t : ℝ) : ℝ := t - t ^ 2 - 1 / 6

/-- The profile `g(t) = t³/3 - t²/2 + t/6`. -/
def subProfile (t : ℝ) : ℝ := t ^ 3 / 3 - t ^ 2 / 2 + t / 6
```

The oscillating part is what remains after the bulk term and the term for both walls together are removed:

δN = N − [k³L/(3π²) − k²/(4π)]

```lean
/-- The areal density minus the bulk term `k³L/(3π²)` and the surface term `-k²/(4π)`. -/
def oscillation (k L : ℝ) : ℝ :=
  filmDensity k L - (k ^ 3 * L / (3 * π ^ 2) - k ^ 2 / (4 * π))
```

For k ≥ 0 and L > 0 the index set is the physical one, since j ≤ ⌊x⌋, j ≤ x and q_j ≤ k are equivalent. `Nat.le_floor_iff` gives the first step and uses x ≥ 0; both remaining inequalities become jπ ≤ kL.

```lean
/-- Subband `j` is occupied exactly when `j ≥ 1` and its momentum `q_j` is at most `k`. -/
theorem mem_occupied {k L : ℝ} (hk : 0 ≤ k) (hL : 0 < L) (j : ℕ) :
    j ∈ occupied k L ↔ 1 ≤ j ∧ subbandMomentum L j ≤ k := by
  have hx : 0 ≤ k * L / π := by positivity
  rw [occupied, Finset.mem_Icc, Nat.le_floor_iff hx, subbandMomentum,
    le_div_iff₀ pi_pos, div_le_iff₀ hL]
```

The sum of the first M squares gives, by induction on M,

Σ_{j=1..M} (k² − q_j²) = Mk² − (π/L)² M(M+1)(2M+1)/6.

```lean
/-- The sum of `k² - q_j²` over the lowest `M` subbands is
`M k² - (π/L)² M(M+1)(2M+1)/6`. -/
theorem sum_subbands (k L : ℝ) (M : ℕ) :
    ∑ j ∈ Finset.Icc 1 M, (k ^ 2 - subbandMomentum L j ^ 2)
      = M * k ^ 2 - (π / L) ^ 2 * (M * (M + 1) * (2 * M + 1) / 6) := by
  induction M with
  | zero => simp
  | succ n ih =>
    rw [Finset.sum_Icc_succ_top (by omega : 1 ≤ n + 1), ih]
    unfold subbandMomentum
    push_cast
    ring
```

Writing k = πx/L turns this into

N = (π/(2L²)) [Mx² − M³/3 − M²/2 − M/6].

Insert M = x − t. The terms −tx² from Mx² and +tx² from −M³/3 cancel, and the bracket becomes

2x³/3 − x²/2 + x(t − t² − 1/6) + t³/3 − t²/2 + t/6.

Restoring x = kL/π gives, for all k ≥ 0 and L > 0, including films with no occupied subband,

N = k³L/(3π²) − k²/(4π) + (k/(2L)) f(t) + (π/(2L²)) g(t).

In the proof `hM` is M = x − t; `generalize` makes t a free variable, and `field_simp` with `ring` does the expansion.

```lean
/-- Exact areal density of the hard-wall film:
`N = k³L/(3π²) - k²/(4π) + (k/2L) f(t) + (π/2L²) g(t)`, `t` the fractional part of `kL/π`. -/
theorem filmDensity_exact {k L : ℝ} (hk : 0 ≤ k) (hL : 0 < L) :
    filmDensity k L = k ^ 3 * L / (3 * π ^ 2) - k ^ 2 / (4 * π)
      + k / (2 * L) * leadProfile (phase k L)
      + π / (2 * L ^ 2) * subProfile (phase k L) := by
  have hx : 0 ≤ k * L / π := by positivity
  have hpi : π ≠ 0 := pi_ne_zero
  have hL' : L ≠ 0 := hL.ne'
  -- the number of occupied subbands is `kL/π - t`
  have hM : ((⌊k * L / π⌋₊ : ℕ) : ℝ) = k * L / π - phase k L := by
    rw [natCast_floor_eq_intCast_floor hx, phase, Int.fract]
    ring
  rw [filmDensity, occupied, sum_subbands, hM]
  generalize phase k L = t
  unfold leadProfile subProfile
  field_simp
  ring
```

The hypothesis `hk` is used for `hM`. At k = −1, L = π the sum is empty and N = 0, while t = 0 and the right side is −1/(3π) − 1/(4π) + 1/(12π) = −1/(2π). This example and the closing remark on fixed charge are plain arithmetic and argument that Lean has not checked.

Now take k > 0. Changing L by nπ/k, with n an integer, changes x by n and leaves t alone.

```lean
/-- The phase `t` is unchanged when the thickness changes by an integer multiple of `π/k`. -/
theorem phase_shift {k : ℝ} (hk : 0 < k) (L : ℝ) (n : ℤ) :
    phase k (L + n * π / k) = phase k L := by
  have hpi : π ≠ 0 := pi_ne_zero
  have hk' : k ≠ 0 := hk.ne'
  have h : k * (L + n * π / k) / π = k * L / π + n := by
    field_simp
  rw [phase, phase, h, Int.fract_add_intCast]
```

Conversely, suppose f(t) takes the same value at L + p as at L for every L > 0. At L = π/k one has x = 1 and t = 0, while at L + p the phase is s, the fractional part of kp/π. Then f(s) = f(0) reads s(1 − s) = 0, which is `hprod`; since s < 1, s = 0, so kp/π is an integer. The periods of the leading profile are therefore exactly the integer multiples of π/k, half the Fermi wavelength 2π/k.

```lean
/-- The profile `f(t(L))` is invariant under `L ↦ L + p` for all `L > 0` exactly when `p`
is an integer multiple of `π/k`. -/
theorem leadProfile_period_iff {k : ℝ} (hk : 0 < k) (p : ℝ) :
    (∀ L, 0 < L → leadProfile (phase k (L + p)) = leadProfile (phase k L))
      ↔ ∃ n : ℤ, p = n * π / k := by
  have hpi : π ≠ 0 := pi_ne_zero
  have hk' : k ≠ 0 := hk.ne'
  constructor
  · intro h
    -- test at `L = π/k`, where `t = 0`
    have h1 := h (π / k) (by positivity)
    have e1 : k * (π / k) / π = 1 := by
      field_simp
    have e2 : k * (π / k + p) / π = k * p / π + 1 := by
      field_simp
      ring
    rw [phase, phase, e1, e2, Int.fract_add_one, Int.fract_one] at h1
    unfold leadProfile at h1
    have hlt := Int.fract_lt_one (k * p / π)
    have hprod : Int.fract (k * p / π) * (1 - Int.fract (k * p / π)) = 0 := by
      linear_combination h1
    have h0 : Int.fract (k * p / π) = 0 := by
      rcases mul_eq_zero.mp hprod with h2 | h2
      · exact h2
      · linarith
    have hfl : ((⌊k * p / π⌋ : ℤ) : ℝ) = k * p / π := by
      have h3 := Int.floor_add_fract (k * p / π)
      linarith
    refine ⟨⌊k * p / π⌋, ?_⟩
    rw [hfl]
    field_simp
  · rintro ⟨n, rfl⟩ L _
    rw [phase_shift hk]
```

The periodicity belongs to the profile values, while the prefactors decay. At L′ = L + nπ/k, with n a natural number and t the phase at L,

δN(L′) = (k/(2L′)) f(t) + (π/(2L′²)) g(t).

```lean
/-- At thickness `L' = L + nπ/k` the oscillating part is `(k/2L') f(t) + (π/2L'²) g(t)`
with the phase `t` of the thickness `L`. -/
theorem oscillation_shift {k L : ℝ} (hk : 0 < k) (hL : 0 < L) (n : ℕ) :
    oscillation k (L + n * π / k)
      = k / (2 * (L + n * π / k)) * leadProfile (phase k L)
        + π / (2 * (L + n * π / k) ^ 2) * subProfile (phase k L) := by
  have hp := phase_shift hk L (n : ℤ)
  rw [Int.cast_natCast] at hp
  have hL' : 0 < L + n * π / k := by positivity
  rw [oscillation, filmDensity_exact hk.le hL', hp]
  ring
```

For 0 ≤ t ≤ 1 put u = t(1 − t) = 1/4 − (t − 1/2)², so 0 ≤ u ≤ 1/4. Then f = u − 1/6 lies in [−1/6, 1/12]. Also 6g = u(1 − 2t), which equals u − 2ut ≤ 1/4 and equals 2u(1 − t) − u ≥ −1/4, so |g| ≤ 1/24. The products ut, u(1 − t) and the square, together with u ≥ 0 itself, are the hints given to `nlinarith`.

```lean
/-- For `0 ≤ t ≤ 1` one has `-1/6 ≤ f(t) ≤ 1/12` and `-1/24 ≤ g(t) ≤ 1/24`. -/
theorem profile_bounds {t : ℝ} (h0 : 0 ≤ t) (h1 : t ≤ 1) :
    (-(1 / 6) ≤ leadProfile t ∧ leadProfile t ≤ 1 / 12)
      ∧ (-(1 / 24) ≤ subProfile t ∧ subProfile t ≤ 1 / 24) := by
  have h2 : 0 ≤ 1 - t := by linarith
  have hs : 0 ≤ t * (1 - t) := mul_nonneg h0 h2
  unfold leadProfile subProfile
  -- `g = t(1-t)(1-2t)/6` and `0 ≤ t(1-t) ≤ 1/4`
  refine ⟨⟨?_, ?_⟩, ⟨?_, ?_⟩⟩
  · nlinarith [hs]
  · nlinarith [sq_nonneg (t - 1 / 2)]
  · nlinarith [mul_nonneg hs h2, sq_nonneg (t - 1 / 2)]
  · nlinarith [mul_nonneg hs h0, sq_nonneg (t - 1 / 2)]
```

Multiplying by the non-negative prefactors k/(2L) and π/(2L²) and adding gives, for k ≥ 0 and L > 0,

−k/(12L) − π/(48L²) ≤ δN ≤ k/(24L) + π/(48L²).

```lean
/-- The oscillating part lies between `-k/(12L) - π/(48L²)` and `k/(24L) + π/(48L²)`. -/
theorem oscillation_bounds {k L : ℝ} (hk : 0 ≤ k) (hL : 0 < L) :
    -(k / (12 * L)) - π / (48 * L ^ 2) ≤ oscillation k L
      ∧ oscillation k L ≤ k / (24 * L) + π / (48 * L ^ 2) := by
  obtain ⟨⟨f1, f2⟩, g1, g2⟩ := profile_bounds (t := phase k L)
    (Int.fract_nonneg _) (Int.fract_lt_one _).le
  have ha : 0 ≤ k / (2 * L) := by positivity
  have hb : 0 ≤ π / (2 * L ^ 2) := by positivity
  have a1 := mul_le_mul_of_nonneg_left f1 ha
  have a2 := mul_le_mul_of_nonneg_left f2 ha
  have b1 := mul_le_mul_of_nonneg_left g1 hb
  have b2 := mul_le_mul_of_nonneg_left g2 hb
  have e1 : k / (12 * L) = k / (2 * L) * (1 / 6) := by ring
  have e2 : k / (24 * L) = k / (2 * L) * (1 / 12) := by ring
  have e3 : π / (48 * L ^ 2) = π / (2 * L ^ 2) * (1 / 24) := by ring
  rw [oscillation, filmDensity_exact hk hL, e1, e2, e3]
  constructor <;> linarith
```

The 1/L terms of these bounds are attained. When kL = nπ with n natural, t = 0, f = −1/6 and g = 0, so δN = −k/(12L); for n ≥ 1 subband n then sits exactly at k.

```lean
/-- When `kL = nπ` the oscillating part equals `-k/(12L)`. -/
theorem oscillation_at_threshold {k L : ℝ} (hk : 0 ≤ k) (hL : 0 < L) (n : ℕ)
    (h : k * L = n * π) : oscillation k L = -(k / (12 * L)) := by
  have ht : phase k L = 0 := by
    rw [phase, h, mul_div_assoc, div_self pi_ne_zero, mul_one, Int.fract_natCast]
  rw [oscillation, filmDensity_exact hk hL, ht]
  unfold leadProfile subProfile
  ring
```

When kL = (n + 1/2)π, t = 1/2, f = 1/12 and g = 0, so δN = k/(24L). No sharpness is claimed for the 1/L² terms.

```lean
/-- When `kL = (n + 1/2)π` the oscillating part equals `k/(24L)`. -/
theorem oscillation_at_midpoint {k L : ℝ} (hk : 0 ≤ k) (hL : 0 < L) (n : ℕ)
    (h : k * L = (n + 1 / 2) * π) : oscillation k L = k / (24 * L) := by
  have ht : phase k L = 1 / 2 := by
    rw [phase, h, mul_div_assoc, div_self pi_ne_zero, mul_one, Int.fract_natCast_add]
    exact Int.fract_eq_self.mpr ⟨by norm_num, by norm_num⟩
  rw [oscillation, filmDensity_exact hk hL, ht]
  unfold leadProfile subProfile
  ring

end

end HardWallFilmOscillation
```

```lean
#print axioms HardWallFilmOscillation.filmDensity_exact
#print axioms HardWallFilmOscillation.oscillation_shift
#print axioms HardWallFilmOscillation.oscillation_at_threshold
#print axioms HardWallFilmOscillation.oscillation_at_midpoint
```

```
'HardWallFilmOscillation.filmDensity_exact' depends on axioms: [propext, Classical.choice, Quot.sound]
'HardWallFilmOscillation.oscillation_shift' depends on axioms: [propext, Classical.choice, Quot.sound]
'HardWallFilmOscillation.oscillation_at_threshold' depends on axioms: [propext, Classical.choice, Quot.sound]
'HardWallFilmOscillation.oscillation_at_midpoint' depends on axioms: [propext, Classical.choice, Quot.sound]
```

Here k is independent of L, as for a film whose Fermi level is held by a reservoir at a fixed height above the bottom of the well. One could instead fix the charge, N = n₊L for a background density n₊, as neutrality requires of an isolated slab whose positive background fills the whole width L between the walls. The identity for N would still hold at each thickness, but as an equation for a wave number k(L) that varies with L, and the shift and period statements, which keep one k at both thicknesses, would no longer apply as written.
